# Every real 3×3 shielding tensor has three perpendicular directions of isotropic shift

The axes of a computed NMR shielding tensor \(\sigma\) can be turned until all three diagonal elements equal the isotropic value \(\operatorname{tr}\sigma/3\). Take one axis whose element is too small and one whose element is too large, and rotate in their plane until one of the two is right. If the other two elements are still off, repeat the step with them. The theorems below guarantee that such a frame exists. A field along any of its axes shows no anisotropic shift.

```lean
import Mathlib

open Matrix

namespace IsotropicFrames

noncomputable section

variable {n : Type*} [Fintype n] [DecidableEq n]
```

The type `n` is a finite set of labels for the coordinates. The dimension is its number of elements, written \(|n|\) here and `Fintype.card n` in Lean.

## Shifts, frames and plane rotations

```lean
/-- The shift `x · T x` that a tensor `T` produces for a field along the unit vector `x`. -/
def shift (T : Matrix n n ℝ) (x : n → ℝ) : ℝ := x ⬝ᵥ T *ᵥ x
```

`Matrix n n ℝ` is the type of real square matrices, `*ᵥ` applies a matrix to a vector, and `⬝ᵥ` is the dot product. So `shift T x` is \(s(x)=x\cdot Tx\). \(T\) need not be symmetric, since its antisymmetric part drops out of \(s\).

For a shielding tensor, `shift` is the shielding along the field; the chemical shift of the textbooks has the opposite sign and a reference value. That this number fixes the line position is physical input: it holds to first order in the shielding, for a nucleus in a molecule of fixed orientation, with spin couplings and quadrupole effects left out.

```lean
/-- An orthonormal frame: as many mutually perpendicular unit vectors as the space has
dimensions. -/
def IsFrame (v : n → n → ℝ) : Prop :=
  ∀ a b, v a ⬝ᵥ v b = if a = b then 1 else 0
```

A frame assigns to each label \(a\) a vector \(v_a\), with \(v_a\cdot v_b=\delta_{ab}\).

```lean
/-- The frame obtained from `v` by a rotation through `θ` in the plane of `v i` and `v j`,
for distinct `i` and `j`. -/
def rotate (v : n → n → ℝ) (i j : n) (θ : ℝ) (a : n) : n → ℝ :=
  if a = i then Real.cos θ • v i + Real.sin θ • v j
  else if a = j then (-Real.sin θ) • v i + Real.cos θ • v j
  else v a
```

For \(i\neq j\), the rotation replaces two vectors and keeps the rest:
\[
v_i'=\cos\theta\,v_i+\sin\theta\,v_j,\qquad v_j'=-\sin\theta\,v_i+\cos\theta\,v_j .
\]

```lean
/-- Sum rule: the shifts along the directions of any orthonormal frame add up to the trace. -/
theorem sum_shift (T : Matrix n n ℝ) {v : n → n → ℝ} (hv : IsFrame v) :
    ∑ a, shift T (v a) = T.trace := by
  have h1 : Matrix.of v * (Matrix.of v)ᵀ = 1 := by
    ext a b
    rw [Matrix.one_apply]
    exact hv a b
  have h2 : (Matrix.of v)ᵀ * Matrix.of v = 1 := mul_eq_one_comm.mp h1
  calc ∑ a, shift T (v a) = (Matrix.of v * (T * (Matrix.of v)ᵀ)).trace := rfl
    _ = ((T * (Matrix.of v)ᵀ) * Matrix.of v).trace := Matrix.trace_mul_comm _ _
    _ = T.trace := by rw [Matrix.mul_assoc, h2, Matrix.mul_one]
```

The shifts along any frame add up to the trace. Let \(V\) be the matrix with rows \(v_a\). Orthonormality says \(VV^{T}=1\) (`h1`), and for a square matrix this gives \(V^{T}V=1\) (`h2`). Hence
\[
\sum_a s(v_a)=\operatorname{tr}(V\,T\,V^{T})=\operatorname{tr}(T\,V^{T}V)=\operatorname{tr}T .
\]
The `calc` block is this line.

```lean
/-- A rotation in the plane of two different frame vectors turns an orthonormal frame into an
orthonormal frame. -/
theorem isFrame_rotate {v : n → n → ℝ} (hv : IsFrame v) {i j : n} (hij : i ≠ j) (θ : ℝ) :
    IsFrame (rotate v i j θ) := by
  have h : ∀ a b, v a ⬝ᵥ v b = if a = b then 1 else 0 := hv
  have cases3 : ∀ a, a = i ∨ a = j ∨ (a ≠ i ∧ a ≠ j ∧ i ≠ a ∧ j ≠ a) := by
    intro a
    by_cases h1 : a = i
    · exact Or.inl h1
    · by_cases h2 : a = j
      · exact Or.inr (Or.inl h2)
      · exact Or.inr (Or.inr ⟨h1, h2, Ne.symm h1, Ne.symm h2⟩)
  intro a b
  rcases cases3 a with ha | ha | ha <;> rcases cases3 b with hb | hb | hb <;>
    simp [rotate, h, ha, hb, hij, hij.symm, add_dotProduct, dotProduct_add,
      smul_dotProduct, dotProduct_smul]
  all_goals nlinarith [Real.sin_sq_add_cos_sq θ]
```

The rotated vectors again form a frame. Both new vectors have squared length \(\cos^2\theta+\sin^2\theta=1\), their product is \(-\cos\theta\sin\theta+\sin\theta\cos\theta=0\), and both stay perpendicular to the others. Lean sorts each of two labels into "is \(i\)", "is \(j\)" or "neither" (`cases3`), then expands the dot products.

## Setting one shift to the target value

```lean
omit [DecidableEq n] in
/-- If the shift is at most `m` along `x` and at least `m` along `y`, then some
combination `cos θ x + sin θ y` has shift exactly `m`. -/
theorem exists_angle (T : Matrix n n ℝ) {x y : n → ℝ} {m : ℝ}
    (hx : shift T x ≤ m) (hy : m ≤ shift T y) :
    ∃ θ : ℝ, shift T (Real.cos θ • x + Real.sin θ • y) = m := by
  have expand : (fun θ : ℝ => shift T (Real.cos θ • x + Real.sin θ • y)) =
      fun θ => Real.cos θ ^ 2 * shift T x
        + Real.cos θ * Real.sin θ * (x ⬝ᵥ T *ᵥ y + y ⬝ᵥ T *ᵥ x)
        + Real.sin θ ^ 2 * shift T y := by
    funext θ
    simp only [shift, Matrix.mulVec_add, Matrix.mulVec_smul, add_dotProduct, dotProduct_add,
      smul_dotProduct, dotProduct_smul, smul_eq_mul]
    ring
  have hc : Continuous (fun θ : ℝ => shift T (Real.cos θ • x + Real.sin θ • y)) := by
    rw [expand]
    fun_prop
  -- the angle 0 gives x and the angle π/2 gives y
  have hm : m ∈ Set.range (fun θ : ℝ => shift T (Real.cos θ • x + Real.sin θ • y)) :=
    intermediate_value_univ 0 (Real.pi / 2) hc ⟨by simpa using hx, by simpa using hy⟩
  exact hm
```

Let \(m\) be the target value, with \(s(x)\le m\le s(y)\). Expanding gives
\[
s(\cos\theta\,x+\sin\theta\,y)=\cos^2\theta\,s(x)+\cos\theta\sin\theta\,(x\cdot Ty+y\cdot Tx)+\sin^2\theta\,s(y).
\]
This is continuous in \(\theta\), equals \(s(x)\) at \(0\) and \(s(y)\) at \(\pi/2\), and so takes the value \(m\) in between. The steps `expand`, `hc` and `hm` follow this order.

```lean
omit [DecidableEq n] in
/-- Numbers whose average is `m` and which are not all equal to `m` include one below `m` and
one above `m`. -/
theorem exists_below_above {d : n → ℝ} {m : ℝ} (hs : ∑ a, d a = Fintype.card n * m)
    (hne : ¬ ∀ a, d a = m) : ∃ i j, d i < m ∧ m < d j := by
  have hz : ∑ a, (d a - m) = 0 := by simp [Finset.sum_sub_distrib, hs]
  have hz' : ∑ a, (m - d a) = 0 := by simp [Finset.sum_sub_distrib, hs]
  have h1 : ∃ i, d i < m := by
    by_contra hc
    have hc' : ∀ i, m ≤ d i := fun i => not_lt.mp fun h => hc ⟨i, h⟩
    refine hne fun a => ?_
    have := (Finset.sum_eq_zero_iff_of_nonneg
      (fun i _ => sub_nonneg.mpr (hc' i))).mp hz a (Finset.mem_univ a)
    linarith
  have h2 : ∃ j, m < d j := by
    by_contra hc
    have hc' : ∀ i, d i ≤ m := fun i => not_lt.mp fun h => hc ⟨i, h⟩
    refine hne fun a => ?_
    have := (Finset.sum_eq_zero_iff_of_nonneg
      (fun i _ => sub_nonneg.mpr (hc' i))).mp hz' a (Finset.mem_univ a)
    linarith
  obtain ⟨i, hi⟩ := h1
  obtain ⟨j, hj⟩ := h2
  exact ⟨i, j, hi, hj⟩
```

Suppose \(\sum_a d_a=|n|\,m\), but not all \(d_a\) equal \(m\). If none lay below \(m\), the terms \(d_a-m\) would be non-negative with sum zero, so all would vanish, a contradiction. The same argument with \(m-d_a\) gives one above.

```lean
/-- If the trace is `n m`, an orthonormal frame with at most `N` directions whose shift differs
from `m` guarantees an orthonormal frame in which every shift is `m`. -/
theorem exists_frame_of_card_le (T : Matrix n n ℝ) {m : ℝ}
    (hT : T.trace = Fintype.card n * m) (N : ℕ) : ∀ v : n → n → ℝ, IsFrame v →
    (Finset.univ.filter fun a => shift T (v a) ≠ m).card ≤ N →
    ∃ w : n → n → ℝ, IsFrame w ∧ ∀ a, shift T (w a) = m := by
  induction N with
  | zero =>
    intro v hv hN
    refine ⟨v, hv, fun a => ?_⟩
    by_contra ha
    have hmem : a ∈ Finset.univ.filter fun a => shift T (v a) ≠ m :=
      Finset.mem_filter.mpr ⟨Finset.mem_univ a, ha⟩
    have := Finset.card_pos.mpr ⟨a, hmem⟩
    omega
  | succ N ih =>
    intro v hv hN
    by_cases hall : ∀ a, shift T (v a) = m
    · exact ⟨v, hv, hall⟩
    obtain ⟨i, j, hi, hj⟩ := exists_below_above ((sum_shift T hv).trans hT) hall
    have hij : i ≠ j := by
      rintro rfl
      linarith
    obtain ⟨θ, hθ⟩ := exists_angle T hi.le hj.le
    have hri : shift T (rotate v i j θ i) = m := by simpa [rotate] using hθ
    -- the rotation repairs direction i and spoils none that was right
    have hsub : (Finset.univ.filter fun a => shift T (rotate v i j θ a) ≠ m) ⊆
        Finset.univ.filter fun a => shift T (v a) ≠ m := by
      intro a ha
      have ha' := (Finset.mem_filter.mp ha).2
      refine Finset.mem_filter.mpr ⟨Finset.mem_univ a, ?_⟩
      by_cases h1 : a = i
      · rw [h1]
        exact hi.ne
      · by_cases h2 : a = j
        · rw [h2]
          exact hj.ne'
        · simpa [rotate, h1, h2] using ha'
    have hlt := Finset.card_lt_card ((Finset.ssubset_iff_of_subset hsub).mpr
      ⟨i, Finset.mem_filter.mpr ⟨Finset.mem_univ i, hi.ne⟩,
        fun h => (Finset.mem_filter.mp h).2 hri⟩)
    exact ih (rotate v i j θ) (isFrame_rotate hv hij θ) (by omega)
```

Here `N` bounds the number of frame directions whose shift is not \(m\), and the proof is by induction on it. If `N` is zero, the frame is already right. Otherwise, unless all shifts are \(m\), the sum rule and the previous lemma supply \(s(v_i)<m<s(v_j)\). Rotate until \(s(v_i')=m\). Direction \(j\) was already wrong and the others are untouched, so the number of wrong directions falls (`hsub`, `hlt`), and the induction hypothesis `ih` applies.

## Equal shifts in any dimension, and in three

```lean
/-- A real `n` by `n` tensor has trace `n m` exactly when some orthonormal frame shows the same
shift `m` along each of its directions. -/
theorem trace_eq_iff_exists_frame (T : Matrix n n ℝ) (m : ℝ) :
    T.trace = Fintype.card n * m ↔
      ∃ v : n → n → ℝ, IsFrame v ∧ ∀ a, shift T (v a) = m := by
  constructor
  · intro hT
    have h0 : IsFrame (fun a : n => (Pi.single a 1 : n → ℝ)) := by
      intro a b
      rw [single_dotProduct, one_mul]
      show (Pi.single b 1 : n → ℝ) a = _
      rw [Pi.single_apply]
    exact exists_frame_of_card_le T hT _ _ h0 le_rfl
  · rintro ⟨v, hv, h⟩
    rw [← sum_shift T hv]
    simp [h]
```

The sign `↔` means "if and only if". From left to right, start the induction with the coordinate axes, `Pi.single a 1`. From right to left, the sum rule gives \(\operatorname{tr}T=\sum_a m=|n|\,m\).

```lean
/-- A real tensor is traceless exactly when some orthonormal frame has zero shift along each of
its directions. -/
theorem traceless_iff_exists_frame (T : Matrix n n ℝ) :
    T.trace = 0 ↔ ∃ v : n → n → ℝ, IsFrame v ∧ ∀ a, shift T (v a) = 0 := by
  simpa using trace_eq_iff_exists_frame T 0
```

This is the case \(m=0\).

```lean
/-- Every shielding tensor in three dimensions has three perpendicular field directions along
which the shift equals the isotropic value, one third of the trace. -/
theorem three_isotropic_directions (σ : Matrix (Fin 3) (Fin 3) ℝ) :
    ∃ x y z : Fin 3 → ℝ,
      (x ⬝ᵥ x = 1 ∧ y ⬝ᵥ y = 1 ∧ z ⬝ᵥ z = 1) ∧
      (x ⬝ᵥ y = 0 ∧ y ⬝ᵥ z = 0 ∧ x ⬝ᵥ z = 0) ∧
      shift σ x = σ.trace / 3 ∧ shift σ y = σ.trace / 3 ∧ shift σ z = σ.trace / 3 := by
  obtain ⟨v, hv, h⟩ := (trace_eq_iff_exists_frame σ (σ.trace / 3)).mp (by
    rw [Fintype.card_fin]
    push_cast
    ring)
  exact ⟨v 0, v 1, v 2,
    ⟨(hv 0 0).trans (if_pos rfl), (hv 1 1).trans (if_pos rfl), (hv 2 2).trans (if_pos rfl)⟩,
    ⟨(hv 0 1).trans (if_neg (by decide)), (hv 1 2).trans (if_neg (by decide)),
      (hv 0 2).trans (if_neg (by decide))⟩, h 0, h 1, h 2⟩

end

end IsotropicFrames
```

`Fin 3` has the labels 0, 1, 2. With \(m=\operatorname{tr}\sigma/3\) the trace condition always holds, and the three frame vectors are named \(x,y,z\).

## An axial tensor worked through

Dividing \(s(v_i')=m\) by \(\cos^2\theta\) gives a quadratic for \(t=\tan\theta\):
\[
(s(v_j)-m)\,t^2+(v_i\cdot Tv_j+v_j\cdot Tv_i)\,t+(s(v_i)-m)=0 .
\]
Take \(\sigma=\operatorname{diag}(20,20,50)\) ppm, so \(m=30\) ppm, with coordinate axes \(e_1,e_2,e_3\).

1. For \(e_1,e_3\): \(20t^2-10=0\), so \(t=1/\sqrt2\). The new vectors are \((\sqrt2,0,1)/\sqrt3\), with shift 30, and \(w=(-1,0,\sqrt2)/\sqrt3\), with shift 40.
2. For \(e_2,w\): \(10t^2-10=0\), so \(t=1\). The vectors \((\pm e_2+w)/\sqrt2\) both have shift 30.

All three final directions have third component \(1/\sqrt3\), so each lies at the magic angle, about 54.7°, to the symmetry axis.

```lean
#print axioms IsotropicFrames.traceless_iff_exists_frame
#print axioms IsotropicFrames.three_isotropic_directions
```

```
'IsotropicFrames.traceless_iff_exists_frame' depends on axioms: [propext, Classical.choice, Quot.sound]
'IsotropicFrames.three_isotropic_directions' depends on axioms: [propext, Classical.choice, Quot.sound]
```
